# Unit-cell decimation: in a periodic chain with unit hopping, the transfer-matrix trace couples amplitudes one period apart

One way to find the band energies of a chain with $p$ sites per cell is to multiply $p$ two-by-two matrices at a trial energy $E$, take the trace $D$ of the product, and look for energies at which $D=2\cos\theta$, where $\theta$ is the Bloch phase per cell. That every Bloch state meets this condition follows from the identity

$$\psi_{n+p}+\psi_{n-p}=D\,\psi_n ,$$

which holds for every solution $\psi$ of the tight-binding equation on a non-interacting chain with nearest-neighbour hopping equal to one and on-site energies of period $p$. A nonzero Bloch state has $\psi_{n\pm p}=e^{\pm i\theta}\psi_n$, and inserting this gives the condition on $D$. Conversely, the matrix product has determinant one, so $D=2\cos\theta$ makes $e^{i\theta}$ one of its eigenvalues, and an eigenvector supplies two neighbouring amplitudes from which a Bloch state can be built. The Lean code proves the identity, but neither of these two deductions about Bloch states. The problems below derive the identity and some of its consequences.

## The chain and its transfer matrices

```lean
import Mathlib

open Matrix

namespace UnitCellDecimation

noncomputable section
```

The sites are the integers. Site $n$ has on-site energy $e_n$ and amplitude $\psi_n$, and the equation to be solved is

$$\psi_{n+1}+\psi_{n-1}+e_n\psi_n=E\psi_n\qquad\text{for all } n .$$

In Lean, `e` and `ψ` are functions `ℤ → ℂ`, and `SolvesChain e E ψ` says that the equation holds at every site.

```lean
/-- The tight-binding equation with unit hopping, on-site energies `e` and energy `E`,
for the amplitudes `ψ` on the infinite chain. -/
def SolvesChain (e : ℤ → ℂ) (E : ℂ) (ψ : ℤ → ℂ) : Prop :=
  ∀ n : ℤ, ψ (n + 1) + ψ (n - 1) + e n * ψ n = E * ψ n
```

Energies are measured in units of the hopping, which enters with a plus sign. In Hückel language, $e_n$ and $E$ are energies divided by a common resonance integral, counted from a chosen zero. Chains with alternating bonds, longer-range hopping or open ends are not covered. The energies may be complex, and $\psi$ need be neither normalised nor bounded.

The transfer matrix of site $n$ is

$$T_n=\begin{pmatrix}E-e_n&-1\\1&0\end{pmatrix}.$$

```lean
/-- The transfer matrix of the single site `n`. -/
def siteMatrix (e : ℤ → ℂ) (E : ℂ) (n : ℤ) : Matrix (Fin 2) (Fin 2) ℂ :=
  !![E - e n, -1; 1, 0]
```

For $k$ sites starting at $n$, write $P_k(n)=T_{n+k-1}\cdots T_{n+1}T_n$, with $P_0(n)=1$. The file calls this `cellMatrix e E n k` and builds it by recursion, $P_{k+1}(n)=T_{n+k}P_k(n)$.

```lean
/-- The ordered product of the transfer matrices of the `k` sites `n, ..., n + k - 1`,
with later sites standing to the left. -/
def cellMatrix (e : ℤ → ℂ) (E : ℂ) (n : ℤ) : ℕ → Matrix (Fin 2) (Fin 2) ℂ
  | 0 => 1
  | k + 1 => siteMatrix e E (n + (k : ℤ)) * cellMatrix e E n k
```

The coefficient in the identity is $D=\operatorname{tr}P_p(0)$, the trace over the sites $0,\dots,p-1$.

```lean
/-- The trace of the ordered product over the sites `0, ..., p - 1`. -/
def cellTrace (e : ℤ → ℂ) (E : ℂ) (p : ℕ) : ℂ := (cellMatrix e E 0 p).trace
```

## (a) Transfer across one site

**Task.** Show that $T_n$ takes the pair $(\psi_n,\psi_{n-1})$ to $(\psi_{n+1},\psi_n)$.

**Solution.** The first component of the product is $(E-e_n)\psi_n-\psi_{n-1}$, which equals $\psi_{n+1}$ by the tight-binding equation at site $n$. The second component is $\psi_n$. The Lean proof treats the two components separately and uses the chain equation, `hn`, only in the first.

```lean
variable {e ψ : ℤ → ℂ} {E : ℂ} {p : ℕ}

/-- The transfer matrix of a site moves the pair of neighbouring amplitudes on by one site. -/
theorem siteMatrix_mulVec (h : SolvesChain e E ψ) (n : ℤ) :
    siteMatrix e E n *ᵥ ![ψ n, ψ (n - 1)] = ![ψ (n + 1), ψ n] := by
  have hn := h n
  ext i
  fin_cases i
  · simp [siteMatrix, Matrix.mulVec, dotProduct, Fin.sum_univ_two]
    linear_combination -hn
  · simp [siteMatrix, Matrix.mulVec, dotProduct, Fin.sum_univ_two]
```

## (b) Transfer across $k$ sites

**Task.** Show that $P_k(n)$ takes $(\psi_n,\psi_{n-1})$ to $(\psi_{n+k},\psi_{n+k-1})$.

**Solution.** Use induction on $k$. For $k=0$ the matrix is the identity. If the claim holds for $k$, then

$$P_{k+1}(n)\begin{pmatrix}\psi_n\\\psi_{n-1}\end{pmatrix}
=T_{n+k}\begin{pmatrix}\psi_{n+k}\\\psi_{n+k-1}\end{pmatrix}
=\begin{pmatrix}\psi_{n+k+1}\\\psi_{n+k}\end{pmatrix}$$

by part (a) at site $n+k$. The chain of rewrites in the code follows these equalities. No periodicity is needed yet.

```lean
/-- The ordered product over `k` sites moves the pair of neighbouring amplitudes on by
`k` sites. -/
theorem cellMatrix_mulVec (h : SolvesChain e E ψ) (n : ℤ) (k : ℕ) :
    cellMatrix e E n k *ᵥ ![ψ n, ψ (n - 1)] = ![ψ (n + k), ψ (n + k - 1)] := by
  induction k with
  | zero => simp [cellMatrix]
  | succ k ih =>
    have h1 : n + ((k + 1 : ℕ) : ℤ) = n + k + 1 := by push_cast; ring
    have h2 : n + (k : ℤ) + 1 - 1 = n + k := by ring
    rw [cellMatrix, ← Matrix.mulVec_mulVec, ih, siteMatrix_mulVec h, h1, h2]
```

## (c) The determinant

**Task.** Show that $\det P_k(n)=1$.

**Solution.** For one site, $\det T_n=(E-e_n)\cdot 0-(-1)\cdot 1=1$. Determinants multiply, and the empty product has determinant one, so the claim follows by induction on $k$.

```lean
/-- The ordered product of site transfer matrices has determinant one. -/
theorem det_cellMatrix (e : ℤ → ℂ) (E : ℂ) (n : ℤ) (k : ℕ) :
    (cellMatrix e E n k).det = 1 := by
  induction k with
  | zero => simp [cellMatrix]
  | succ k ih =>
    rw [cellMatrix, Matrix.det_mul, ih]
    simp [siteMatrix, Matrix.det_fin_two]
```

## (d) The trace does not depend on where the cell starts

**Task.** Let $e_{n+p}=e_n$ for all $n$. Show that $\operatorname{tr}P_p(n)=D$ for every $n$.

**Solution.** First extend a product at its right end:

$$P_k(m+1)\,T_m=P_{k+1}(m).$$

For $k=0$ both sides are $T_m$. If the relation holds for $k$, then

$$P_{k+1}(m+1)T_m=T_{m+k+1}P_k(m+1)T_m=T_{m+k+1}P_{k+1}(m)=P_{k+2}(m).$$

Now put $k=p$. Periodicity gives $T_{m+p}=T_m$, so

$$P_p(m+1)\,T_m=P_{p+1}(m)=T_{m+p}P_p(m)=T_mP_p(m).$$

The site matrix has the inverse

$$T_m^{-1}=\begin{pmatrix}0&1\\-1&E-e_m\end{pmatrix},$$

hence $P_p(m+1)=T_mP_p(m)T_m^{-1}$. Similar matrices have equal traces, so moving the start by one site changes nothing. Repeating the move to the right or to the left reaches every $n$ from $0$.

In the code, `shift` is the right-end extension, `S` is the inverse matrix and `step` is the equality of traces for neighbouring starting sites. `Int.induction_on` then carries the result in both directions. The hypothesis `Function.Periodic e (p : ℤ)` asks only that $p$ be a period, not the smallest one.

```lean
/-- In a chain of period `p`, the trace of the one-period product is the same for every
starting site of the cell. -/
theorem trace_cellMatrix (hp : Function.Periodic e (p : ℤ)) (n : ℤ) :
    (cellMatrix e E n p).trace = cellTrace e E p := by
  -- a product may be extended at its right end instead of its left end
  have shift : ∀ (m : ℤ) (k : ℕ),
      cellMatrix e E (m + 1) k * siteMatrix e E m = cellMatrix e E m (k + 1) := by
    intro m k
    induction k with
    | zero => simp [cellMatrix]
    | succ k ih =>
      have hs : m + 1 + (k : ℤ) = m + ((k + 1 : ℕ) : ℤ) := by push_cast; ring
      calc cellMatrix e E (m + 1) (k + 1) * siteMatrix e E m
          = siteMatrix e E (m + 1 + (k : ℤ)) *
              (cellMatrix e E (m + 1) k * siteMatrix e E m) := by
            simp only [cellMatrix, mul_assoc]
        _ = siteMatrix e E (m + ((k + 1 : ℕ) : ℤ)) * cellMatrix e E m (k + 1) := by
            rw [ih, hs]
        _ = cellMatrix e E m (k + 1 + 1) := rfl
  -- moving the cell by one site is a similarity transformation
  have step : ∀ m : ℤ, (cellMatrix e E (m + 1) p).trace = (cellMatrix e E m p).trace := by
    intro m
    obtain ⟨S, hTS⟩ : ∃ S, siteMatrix e E m * S = 1 := by
      refine ⟨!![0, 1; -1, E - e m], ?_⟩
      ext i j
      fin_cases i <;> fin_cases j <;>
        simp [siteMatrix, Matrix.mul_apply, Fin.sum_univ_two]
    have hST : S * siteMatrix e E m = 1 := mul_eq_one_comm.mp hTS
    have hT : siteMatrix e E (m + (p : ℤ)) = siteMatrix e E m := by
      unfold siteMatrix
      rw [hp m]
    have hc : cellMatrix e E (m + 1) p * siteMatrix e E m
        = siteMatrix e E m * cellMatrix e E m p := by
      rw [shift, cellMatrix, hT]
    calc (cellMatrix e E (m + 1) p).trace
        = (cellMatrix e E (m + 1) p * siteMatrix e E m * S).trace := by
          rw [mul_assoc, hTS, mul_one]
      _ = (S * (siteMatrix e E m * cellMatrix e E m p)).trace := by
          rw [hc, Matrix.trace_mul_comm]
      _ = (cellMatrix e E m p).trace := by
          rw [← mul_assoc, hST, one_mul]
  unfold cellTrace
  refine Int.induction_on n ?_ (fun i ih => ?_) (fun i ih => ?_)
  · rfl
  · exact (step _).trans ih
  · have h := step (-(i : ℤ) - 1)
    rw [sub_add_cancel] at h
    exact h.symm.trans ih
```

## (e) The decimated equation

**Task.** For a chain of period $p$ and a solution $\psi$, show that $\psi_{n+p}+\psi_{n-p}=D\psi_n$ for all $n$.

**Solution.** Let $M=P_p(n)$, with entries $M_{00},M_{01},M_{10},M_{11}$. Going forward one cell from $n$, part (b) gives

$$\psi_{n+p}=M_{00}\psi_n+M_{01}\psi_{n-1}.$$

The cell starting at $n-p$ contains the same on-site energies in the same order, so its matrix is also $M$. Part (b) applied from $n-p$ gives

$$\psi_n=M_{00}\psi_{n-p}+M_{01}\psi_{n-p-1},\qquad
\psi_{n-1}=M_{10}\psi_{n-p}+M_{11}\psi_{n-p-1}.$$

Multiply the first of these by $M_{11}$, the second by $M_{01}$, and subtract. The amplitude $\psi_{n-p-1}$ drops out:

$$M_{11}\psi_n-M_{01}\psi_{n-1}=(M_{00}M_{11}-M_{01}M_{10})\,\psi_{n-p}=\psi_{n-p},$$

where the last step is part (c). Adding the forward equation cancels $\psi_{n-1}$ and leaves

$$\psi_{n+p}+\psi_{n-p}=(M_{00}+M_{11})\psi_n=D\psi_n,$$

by part (d).

In the Lean proof, `hcell` is the equality of the two cell matrices. The equations `h1`, `h2` and `h3` are the forward equation and the two backward ones, and `hd` is the determinant condition. The final `linear_combination` lists the multipliers used above. The theorem takes any natural number $p$. At $p=0$ the matrix is the identity, $D=2$, and the equation reads $2\psi_n=2\psi_n$.

```lean
/-- Unit-cell decimation: in a chain of period `p`, amplitudes one period apart obey a
three-term equation whose coefficient is the trace of the one-period transfer matrix. -/
theorem unit_cell_decimation (hp : Function.Periodic e (p : ℤ)) (h : SolvesChain e E ψ)
    (n : ℤ) : ψ (n + p) + ψ (n - p) = cellTrace e E p * ψ n := by
  -- the cell ending at `n` has the same matrix as the cell starting at `n`
  have hcell : ∀ k : ℕ, cellMatrix e E (n - p) k = cellMatrix e E n k := by
    intro k
    induction k with
    | zero => rfl
    | succ k ih =>
      have he : e (n - p + k) = e (n + k) := by
        rw [← hp (n - p + k)]
        congr 1
        ring
      simp only [cellMatrix, ih, siteMatrix, he]
  have hf := cellMatrix_mulVec h n p
  have hb := cellMatrix_mulVec h (n - p) p
  rw [hcell, sub_add_cancel] at hb
  have hd := det_cellMatrix e E n p
  rw [← trace_cellMatrix hp n, Matrix.trace_fin_two]
  rw [Matrix.det_fin_two] at hd
  generalize cellMatrix e E n p = M at hf hb hd ⊢
  have h1 := congrFun hf 0
  have h2 := congrFun hb 0
  have h3 := congrFun hb 1
  simp [Matrix.mulVec, dotProduct, Fin.sum_univ_two] at h1 h2 h3
  -- invert the backward step with determinant one and add the forward step
  linear_combination -h1 + M 1 1 * h2 - M 0 1 * h3 - ψ (n - p) * hd
```

## (f) Every $p$-th site forms a uniform chain

**Task.** Fix $n$ and set $\varphi_m=\psi_{n+mp}$. Show that $\varphi$ solves a chain with unit hopping, zero on-site energy and energy $D$.

**Solution.** Apply part (e) at site $n+mp$. Its two neighbours at distance $p$ are $n+(m+1)p$ and $n+(m-1)p$, so

$$\varphi_{m+1}+\varphi_{m-1}=D\varphi_m .$$

This is the original kind of equation, with $e$ replaced by zero and $E$ by $D$. The theorem therefore reuses `SolvesChain`, with `fun _ => 0` for the on-site energies. The internal structure of the cell enters the new equation only through $D$, which for $p\ge1$ depends on $E$.

```lean
/-- Every `p`-th amplitude of a chain of period `p` solves a uniform chain with unit hopping,
zero on-site energy and energy `cellTrace e E p`. -/
theorem decimated_chain (hp : Function.Periodic e (p : ℤ)) (h : SolvesChain e E ψ) (n : ℤ) :
    SolvesChain (fun _ => 0) (cellTrace e E p) (fun m => ψ (n + m * p)) := by
  intro m
  have hm := unit_cell_decimation hp h (n + m * p)
  have h1 : n + (m + 1) * (p : ℤ) = n + m * p + p := by ring
  have h2 : n + (m - 1) * (p : ℤ) = n + m * p - p := by ring
  simp only [h1, h2]
  linear_combination hm
```

## (g) Two cells at once

**Task.** Show that $\psi_{n+2p}+\psi_{n-2p}=(D^2-2)\psi_n$.

**Solution.** Write part (e) at $n+p$ and at $n-p$:

$$\psi_{n+2p}+\psi_n=D\psi_{n+p},\qquad \psi_n+\psi_{n-2p}=D\psi_{n-p}.$$

Add them and use part (e) at $n$ on the right:

$$\psi_{n+2p}+\psi_{n-2p}+2\psi_n=D(\psi_{n+p}+\psi_{n-p})=D^2\psi_n .$$

The three equations are `h1`, `h2` and `h0` in the code, combined with the same weights.

```lean
/-- Decimating two unit cells at once replaces the coefficient `D` by `D ^ 2 - 2`. -/
theorem double_cell_decimation (hp : Function.Periodic e (p : ℤ)) (h : SolvesChain e E ψ)
    (n : ℤ) : ψ (n + 2 * p) + ψ (n - 2 * p) = (cellTrace e E p ^ 2 - 2) * ψ n := by
  have h0 := unit_cell_decimation hp h n
  have h1 := unit_cell_decimation hp h (n + p)
  have h2 := unit_cell_decimation hp h (n - p)
  rw [show n + (p : ℤ) + p = n + 2 * p by ring, show n + (p : ℤ) - p = n by ring] at h1
  rw [show n - (p : ℤ) + p = n by ring, show n - (p : ℤ) - p = n - 2 * p by ring] at h2
  linear_combination h1 + h2 + cellTrace e E p * h0
```

## (h) A cell of two sites

**Task.** Find $D$ for $p=2$, and test it on the chain with $e_n=1$ at even sites and $e_n=-1$ at odd sites, at $E=3$.

**Solution.** The ordered product is

$$T_1T_0=\begin{pmatrix}(E-e_1)(E-e_0)-1&-(E-e_1)\\E-e_0&-1\end{pmatrix},$$

so $D=(E-e_0)(E-e_1)-2$. The Lean proof unfolds the recursion into this product and computes its trace.

For the numerical chain, $D=2\cdot4-2=6$. Start from $\psi_{-1}=0$ and $\psi_0=1$. Using the tight-binding equation site by site, to the right and to the left, gives

| $n$ | $-4$ | $-3$ | $-2$ | $-1$ | $0$ | $1$ | $2$ | $3$ | $4$ |
|---|---|---|---|---|---|---|---|---|---|
| $\psi_n$ | $-7$ | $-2$ | $-1$ | $0$ | $1$ | $2$ | $7$ | $12$ | $41$ |

Then $\psi_2+\psi_{-2}=7-1=6=D\psi_0$, as in part (e), and $\psi_4+\psi_{-4}=41-7=34=(D^2-2)\psi_0$, as in part (g). Since $D$ exceeds $2$, no real Bloch phase satisfies $D=2\cos\theta$, and this energy lies outside the bands.

```lean
/-- The coefficient for a cell of two sites, written in terms of the two on-site energies. -/
theorem cellTrace_two (e : ℤ → ℂ) (E : ℂ) :
    cellTrace e E 2 = (E - e 0) * (E - e 1) - 2 := by
  change (siteMatrix e E (0 + ((1 : ℕ) : ℤ)) *
    (siteMatrix e E (0 + ((0 : ℕ) : ℤ)) * 1)).trace = _
  simp [siteMatrix, Matrix.trace_fin_two]
  ring
```

## (i) The decimated equation does not imply the original one

**Task.** Take $e_n=0$ for all $n$ and $E=-2$. Show that the constant amplitude $\varphi_n=1$ satisfies the equation decimated over two sites but does not solve the chain.

**Solution.** Part (h) gives $D=(-2)(-2)-2=2$, and $\varphi_{n+2}+\varphi_{n-2}=2=D\varphi_n$. In the original equation, however, the left side is $1+1+0=2$ and the right side is $-2$.

The constant amplitude belongs to $E=+2$. On this chain the two-site coefficient is $E^2-2$, which is the same for both signs of $E$. An amplitude found from the decimated equation must therefore still be checked against the original one. In the theorem, `hφ` states that the amplitude is one everywhere; the two halves of the conclusion are the equation that holds and the negation of `SolvesChain`, which is refuted at site $0$.

```lean
/-- On the chain with zero on-site energies at `E = -2`, the constant amplitude `1` satisfies
the equation decimated over two sites but not the original tight-binding equation. -/
theorem decimation_not_reversible (φ : ℤ → ℂ) (hφ : ∀ n, φ n = 1) :
    (∀ n, φ (n + 2) + φ (n - 2) = cellTrace (fun _ => 0) (-2) 2 * φ n) ∧
      ¬ SolvesChain (fun _ => 0) (-2) φ := by
  constructor
  · intro n
    rw [cellTrace_two]
    simp only [hφ]
    norm_num
  · intro h
    have h0 := h 0
    simp only [hφ] at h0
    norm_num at h0

end

end UnitCellDecimation
```

```lean
#print axioms UnitCellDecimation.unit_cell_decimation
#print axioms UnitCellDecimation.decimated_chain
#print axioms UnitCellDecimation.double_cell_decimation
#print axioms UnitCellDecimation.decimation_not_reversible
```

```
'UnitCellDecimation.unit_cell_decimation' depends on axioms: [propext, Classical.choice, Quot.sound]
'UnitCellDecimation.decimated_chain' depends on axioms: [propext, Classical.choice, Quot.sound]
'UnitCellDecimation.double_cell_decimation' depends on axioms: [propext, Classical.choice, Quot.sound]
'UnitCellDecimation.decimation_not_reversible' depends on axioms: [propext, Classical.choice, Quot.sound]
```
